# Where the minimum energy over fixed trial states is differentiable, its slope is ⟨ψ, H′ψ⟩

## Does the slope formula need a minimizer that varies smoothly?

Take two uncoupled levels with energies R and −R. The lowest energy over unit vectors is E(R) = −|R|. If I freeze the second level, which is the lower one at some R₀ > 0, its energy −R touches E at R₀ and is nowhere below it. Both curves have slope −1 there, and I never had to follow a state as R changed.

I would like to use this in general. Let S be a set of unit vectors independent of R, let H(R) be Hermitian matrices differentiable at R₀, and let E(R) be the minimum of ⟨ψ, H(R)ψ⟩ over S. If E is differentiable at R₀ and ψ is a minimizer there, is E′(R₀) = ⟨ψ, H′(R₀)ψ⟩, even if no choice of minimizers is differentiable? Can this be made rigorous and machine-checked?

## No: one frozen state bounds the slope from both sides

Fix the minimizer ψ at R₀ and let only the Hamiltonian change:

F(R) = ⟨ψ, H(R)ψ⟩ = Σᵢⱼ ψᵢ* Hᵢⱼ(R) ψⱼ

The coefficients are constant, so

F′(R₀) = Σᵢⱼ ψᵢ* H′ᵢⱼ ψⱼ = ⟨ψ, H′ψ⟩

Differentiating Hᵢⱼ = Hⱼᵢ* shows that H′ is Hermitian, so this number is real.

Since ψ remains in S, E(R) ≤ F(R) for every R, and E(R₀) = F(R₀). Subtract the common value and divide by R − R₀. For R > R₀,

[E(R) − E(R₀)]/(R − R₀) ≤ [F(R) − F(R₀)]/(R − R₀)

For R < R₀ the denominator is negative and the inequality reverses. In the limit, a right derivative of E is at most F′(R₀) and a left derivative is at least F′(R₀). If E is differentiable, both equal E′(R₀), hence

E′(R₀) = ⟨ψ, H′ψ⟩

## What the theorem assumes

In `hellmann_feynman`, a state is a vector `n → ℂ` with `n` finite, and `R` is one real coordinate. The hypothesis `hd` says that each matrix element has a derivative at `R₀`; `hH` says that `H R` is Hermitian for every `R`. The conclusion is an equation between complex numbers, so it includes the reality of `expectation H' ψ`.

`S` is any fixed set of vectors, unit vectors being the physical case; `expectation` does not divide by ⟨ψ, ψ⟩. `IsVariationalEnergy` makes `E R` the infimum over `S`, so a minimizer is needed only at `R₀`, where `IsMinimizer` supplies it.

Differentiability of `E` is assumed, not derived. Physically, it excludes degenerate minimizers with different slopes at `R₀`.

For Hartree–Fock in a finite, fixed orthonormal orbital basis, S can be the normalised determinants. If H(R) includes the nuclear repulsion, −E′ is the force along the nuclear coordinate R, and the theorem gives it as −⟨ψ, H′ψ⟩ for a determinant ψ that is a global minimizer over S. If the basis moves with the atoms but is kept orthonormal, the theorem still applies to the coefficient vectors when the matrix elements are differentiable. H′ then includes derivatives of the basis functions, so ⟨ψ, H′ψ⟩ is in general not the expectation value of the derivative of the Hamiltonian operator.

In Lean 4 with Mathlib:

```lean
import Mathlib

open Matrix Filter Topology Set

namespace VariationalHellmannFeynman

noncomputable section

variable {n : Type*} [Fintype n]

/-- The expectation value `⟨ψ, A ψ⟩` of a matrix `A` in the state `ψ`. -/
def expectation (A : Matrix n n ℂ) (ψ : n → ℂ) : ℂ := star ψ ⬝ᵥ (A *ᵥ ψ)

/-- `E R` is the infimum of the energies of the trial states in `S`, for every geometry `R`. -/
def IsVariationalEnergy (S : Set (n → ℂ)) (H : ℝ → Matrix n n ℂ) (E : ℝ → ℝ) : Prop :=
  ∀ R, IsGLB ((fun ψ => (expectation (H R) ψ).re) '' S) (E R)

/-- `ψ` is a trial state in `S` of lowest energy for the Hamiltonian `A`. -/
def IsMinimizer (S : Set (n → ℂ)) (A : Matrix n n ℂ) (ψ : n → ℂ) : Prop :=
  ψ ∈ S ∧ ∀ φ ∈ S, (expectation A ψ).re ≤ (expectation A φ).re

/-- The expectation value written out in matrix elements. -/
theorem expectation_eq_sum (A : Matrix n n ℂ) (ψ : n → ℂ) :
    expectation A ψ = ∑ i, ∑ j, star (ψ i) * (A i j * ψ j) := by
  simp [expectation, dotProduct, Matrix.mulVec, Finset.mul_sum]

/-- The derivative of a family of Hermitian matrices has real expectation values. -/
theorem expectation_derivative_im {H : ℝ → Matrix n n ℂ} {H' : Matrix n n ℂ} {R₀ : ℝ}
    (hH : ∀ R, (H R).IsHermitian)
    (hd : ∀ i j, HasDerivAt (fun R => H R i j) (H' i j) R₀) (ψ : n → ℂ) :
    (expectation H' ψ).im = 0 := by
  -- the derivative inherits Hermiticity, by uniqueness of derivatives
  have hherm : ∀ i j, star (H' j i) = H' i j := by
    intro i j
    have h1 : HasDerivAt (fun R => star (H R j i)) (star (H' j i)) R₀ := (hd j i).star
    have h2 : (fun R => star (H R j i)) = fun R => H R i j :=
      funext fun R => (hH R).apply i j
    rw [h2] at h1
    exact h1.unique (hd i j)
  have hs : star (expectation H' ψ) = expectation H' ψ := by
    rw [expectation_eq_sum]
    simp only [star_sum, star_mul', star_star]
    refine Finset.sum_comm.trans ?_
    refine Finset.sum_congr rfl fun i _ => Finset.sum_congr rfl fun j _ => ?_
    rw [hherm i j]
    ring
  exact Complex.conj_eq_iff_im.mp hs

/-- In a frozen state `ψ`, the real part of `⟨ψ, H(R) ψ⟩` has the real part of `⟨ψ, H' ψ⟩` as its
derivative at `R₀`. -/
theorem hasDerivAt_frozen_energy {H : ℝ → Matrix n n ℂ} {H' : Matrix n n ℂ} {R₀ : ℝ}
    (hd : ∀ i j, HasDerivAt (fun R => H R i j) (H' i j) R₀) (ψ : n → ℂ) :
    HasDerivAt (fun R => (expectation (H R) ψ).re) (expectation H' ψ).re R₀ := by
  have h : HasDerivAt (fun R => expectation (H R) ψ) (expectation H' ψ) R₀ := by
    simp only [expectation_eq_sum]
    exact HasDerivAt.fun_sum fun i _ => HasDerivAt.fun_sum fun j _ =>
      ((hd i j).mul_const (ψ j)).const_mul _
  exact Complex.reCLM.hasFDerivAt.comp_hasDerivAt R₀ h

/-- For every minimizer `ψ` at `R₀`, the real part of `⟨ψ, H' ψ⟩` is at least any right derivative
and at most any left derivative of the variational energy at `R₀`. -/
theorem one_sided_bounds {S : Set (n → ℂ)} {H : ℝ → Matrix n n ℂ} {H' : Matrix n n ℂ}
    {E : ℝ → ℝ} {R₀ : ℝ} {ψ : n → ℂ}
    (hd : ∀ i j, HasDerivAt (fun R => H R i j) (H' i j) R₀)
    (hE : IsVariationalEnergy S H E) (hψ : IsMinimizer S (H R₀) ψ) :
    (∀ d, HasDerivWithinAt E d (Ioi R₀) R₀ → d ≤ (expectation H' ψ).re) ∧
    (∀ d, HasDerivWithinAt E d (Iio R₀) R₀ → (expectation H' ψ).re ≤ d) := by
  -- the frozen-state energy lies above `E` and touches it at `R₀`
  have hle : ∀ R, E R ≤ (expectation (H R) ψ).re := fun R => (hE R).1 ⟨ψ, hψ.1, rfl⟩
  have heq : E R₀ = (expectation (H R₀) ψ).re := by
    refine le_antisymm (hle R₀) ((hE R₀).2 ?_)
    rintro _ ⟨φ, hφ, rfl⟩
    exact hψ.2 φ hφ
  have hF := hasDerivAt_frozen_energy hd ψ
  -- compare the difference quotients on either side
  constructor
  · intro d h
    have h1 := (hasDerivWithinAt_iff_tendsto_slope' (by simp)).1 h
    have h2 := (hasDerivWithinAt_iff_tendsto_slope' (by simp)).1
      (hF.hasDerivWithinAt (s := Ioi R₀))
    refine le_of_tendsto_of_tendsto h1 h2 ?_
    filter_upwards [self_mem_nhdsWithin] with R hR
    rw [slope_def_field, slope_def_field, heq]
    exact div_le_div_of_nonneg_right (sub_le_sub_right (hle R) _)
      (sub_nonneg.2 (le_of_lt hR))
  · intro d h
    have h1 := (hasDerivWithinAt_iff_tendsto_slope' (by simp)).1 h
    have h2 := (hasDerivWithinAt_iff_tendsto_slope' (by simp)).1
      (hF.hasDerivWithinAt (s := Iio R₀))
    refine le_of_tendsto_of_tendsto h2 h1 ?_
    filter_upwards [self_mem_nhdsWithin] with R hR
    rw [slope_def_field, slope_def_field, heq]
    exact div_le_div_of_nonpos_of_le (sub_nonpos.2 (le_of_lt hR))
      (sub_le_sub_right (hle R) _)

/-- **Hellmann-Feynman theorem, variational form.** If the variational energy over a fixed set
of trial states is differentiable at `R₀`, its derivative is `⟨ψ, H' ψ⟩` for every minimizer
`ψ` at `R₀`. -/
theorem hellmann_feynman {S : Set (n → ℂ)} {H : ℝ → Matrix n n ℂ} {H' : Matrix n n ℂ}
    {E : ℝ → ℝ} {E' R₀ : ℝ} {ψ : n → ℂ} (hH : ∀ R, (H R).IsHermitian)
    (hd : ∀ i j, HasDerivAt (fun R => H R i j) (H' i j) R₀)
    (hE : IsVariationalEnergy S H E) (hψ : IsMinimizer S (H R₀) ψ)
    (hE' : HasDerivAt E E' R₀) :
    (E' : ℂ) = expectation H' ψ := by
  obtain ⟨hr, hl⟩ := one_sided_bounds hd hE hψ
  apply Complex.ext
  · rw [Complex.ofReal_re]
    exact le_antisymm (hr _ hE'.hasDerivWithinAt) (hl _ hE'.hasDerivWithinAt)
  · rw [Complex.ofReal_im, expectation_derivative_im hH hd ψ]

/-- If two minimizers at `R₀` have different expectation values of `H'`, the variational
energy is not differentiable at `R₀`. -/
theorem not_differentiableAt_of_ne {S : Set (n → ℂ)} {H : ℝ → Matrix n n ℂ}
    {H' : Matrix n n ℂ} {E : ℝ → ℝ} {R₀ : ℝ} {ψ φ : n → ℂ} (hH : ∀ R, (H R).IsHermitian)
    (hd : ∀ i j, HasDerivAt (fun R => H R i j) (H' i j) R₀)
    (hE : IsVariationalEnergy S H E) (hψ : IsMinimizer S (H R₀) ψ)
    (hφ : IsMinimizer S (H R₀) φ) (hne : expectation H' ψ ≠ expectation H' φ) :
    ¬ DifferentiableAt ℝ E R₀ := fun h =>
  hne ((hellmann_feynman hH hd hE hψ h.hasDerivAt).symm.trans
    (hellmann_feynman hH hd hE hφ h.hasDerivAt))

/-- The unit vectors of a two-level system. -/
def unitVectors : Set (Fin 2 → ℂ) := {ψ | Complex.normSq (ψ 0) + Complex.normSq (ψ 1) = 1}

/-- Two uncoupled levels with energies `R` and `-R`. -/
def levelCrossing (R : ℝ) : Matrix (Fin 2) (Fin 2) ℂ := !![(R : ℂ), 0; 0, -(R : ℂ)]

/-- The energy of the two-level system is `R` times the difference of the populations. -/
theorem levelCrossing_energy (R : ℝ) (ψ : Fin 2 → ℂ) :
    (expectation (levelCrossing R) ψ).re
      = R * (Complex.normSq (ψ 0) - Complex.normSq (ψ 1)) := by
  simp [expectation_eq_sum, levelCrossing, Fin.sum_univ_two, Complex.normSq_apply]
  ring

/-- The second level is a minimizer for `R ≥ 0` and the first level for `R ≤ 0`. -/
theorem levelCrossing_minimizers (R : ℝ) :
    (0 ≤ R → IsMinimizer unitVectors (levelCrossing R) ![0, 1]) ∧
    (R ≤ 0 → IsMinimizer unitVectors (levelCrossing R) ![1, 0]) := by
  constructor
  · intro hR
    refine ⟨by simp [unitVectors], fun φ hφ => ?_⟩
    have hs : Complex.normSq (φ 0) + Complex.normSq (φ 1) = 1 := hφ
    have e : (expectation (levelCrossing R) ![0, 1]).re = -R := by
      simp [levelCrossing_energy]
    rw [e, levelCrossing_energy, eq_sub_of_add_eq' hs]
    nlinarith [mul_nonneg hR (Complex.normSq_nonneg (φ 0))]
  · intro hR
    refine ⟨by simp [unitVectors], fun φ hφ => ?_⟩
    have hs : Complex.normSq (φ 0) + Complex.normSq (φ 1) = 1 := hφ
    have e : (expectation (levelCrossing R) ![1, 0]).re = R := by
      simp [levelCrossing_energy]
    rw [e, levelCrossing_energy, eq_sub_of_add_eq hs]
    nlinarith [mul_nonneg (neg_nonneg.2 hR) (Complex.normSq_nonneg (φ 1))]

/-- The two-level family is Hermitian and differentiable with variational energy `-|R|`; at
`R₀ > 0` the second level is a minimizer and the energy has derivative `-1`. -/
theorem levelCrossing_witness (R₀ : ℝ) :
    (∀ R, (levelCrossing R).IsHermitian) ∧
    (∀ i j, HasDerivAt (fun R => levelCrossing R i j)
      ((!![1, 0; 0, -1] : Matrix (Fin 2) (Fin 2) ℂ) i j) R₀) ∧
    IsVariationalEnergy unitVectors levelCrossing (fun R => -|R|) ∧
    (0 < R₀ → IsMinimizer unitVectors (levelCrossing R₀) ![0, 1] ∧
      HasDerivAt (fun R : ℝ => -|R|) (-1) R₀) := by
  refine ⟨fun R => ?_, fun i j => ?_, fun R => ?_, fun h => ⟨?_, ?_⟩⟩
  · apply Matrix.IsHermitian.ext
    intro i j
    fin_cases i <;> fin_cases j <;> simp [levelCrossing]
  · have h0 : HasDerivAt (fun R : ℝ => (R : ℂ)) (Complex.ofRealCLM 1) R₀ :=
      Complex.ofRealCLM.hasDerivAt
    have h1 : HasDerivAt (fun R : ℝ => (R : ℂ)) 1 R₀ := h0.congr_deriv (by simp)
    fin_cases i <;> fin_cases j
    · exact h1
    · exact hasDerivAt_const R₀ (0 : ℂ)
    · exact hasDerivAt_const R₀ (0 : ℂ)
    · exact h1.fun_neg
  · -- the infimum is attained by the lower of the two levels
    apply IsLeast.isGLB
    rcases le_total 0 R with hR | hR
    · have hm := (levelCrossing_minimizers R).1 hR
      have e : (expectation (levelCrossing R) ![0, 1]).re = -|R| := by
        rw [abs_of_nonneg hR]
        simp [levelCrossing_energy]
      refine ⟨⟨_, hm.1, e⟩, ?_⟩
      rintro _ ⟨φ, hφ, rfl⟩
      exact e.symm.le.trans (hm.2 φ hφ)
    · have hm := (levelCrossing_minimizers R).2 hR
      have e : (expectation (levelCrossing R) ![1, 0]).re = -|R| := by
        rw [abs_of_nonpos hR]
        simp [levelCrossing_energy]
      refine ⟨⟨_, hm.1, e⟩, ?_⟩
      rintro _ ⟨φ, hφ, rfl⟩
      exact e.symm.le.trans (hm.2 φ hφ)
  · exact (levelCrossing_minimizers R₀).1 h.le
  · refine (hasDerivAt_id' R₀).fun_neg.congr_of_eventuallyEq ?_
    filter_upwards [Ioi_mem_nhds h] with R hR
    rw [abs_of_pos hR]

/-- The variational energy of the two-level system is not differentiable at the crossing
`R = 0`. -/
theorem levelCrossing_kink {E : ℝ → ℝ}
    (hE : IsVariationalEnergy unitVectors levelCrossing E) : ¬ DifferentiableAt ℝ E 0 := by
  obtain ⟨hH, hd, -, -⟩ := levelCrossing_witness 0
  refine not_differentiableAt_of_ne hH hd hE ((levelCrossing_minimizers 0).1 le_rfl)
    ((levelCrossing_minimizers 0).2 le_rfl) ?_
  -- the two degenerate levels have slopes `-1` and `1`
  intro h
  have h' := congrArg Complex.re h
  norm_num [expectation_eq_sum, Fin.sum_univ_two] at h'

end

end VariationalHellmannFeynman
```

```lean
#print axioms VariationalHellmannFeynman.hellmann_feynman
#print axioms VariationalHellmannFeynman.levelCrossing_kink
```

```
'VariationalHellmannFeynman.hellmann_feynman' depends on axioms: [propext, Classical.choice, Quot.sound]
'VariationalHellmannFeynman.levelCrossing_kink' depends on axioms: [propext, Classical.choice, Quot.sound]
```

## How the proof compares the two slopes

`expectation_eq_sum` writes out the double sum. `hasDerivAt_frozen_energy` differentiates it term by term, and `expectation_derivative_im` obtains the Hermiticity of H′ from uniqueness of derivatives.

The comparison is in `one_sided_bounds`, where `hle` and `heq` state that F lies above E and touches it. The proof turns on `hasDerivWithinAt_iff_tendsto_slope'`, which converts a derivative within a set that omits R₀ into a limit of difference quotients. With `Ioi R₀` the limit is taken from the right, with `Iio R₀` from the left. `le_of_tendsto_of_tendsto` then carries the inequality between quotients over to their limits.

`hellmann_feynman` uses `Complex.ext` to treat real and imaginary parts separately: the two bounds give the first, Hermiticity the second. `not_differentiableAt_of_ne` follows at once, because a single derivative cannot equal two different expectation values.

For the two levels, `levelCrossing_energy` gives the energy R(|ψ 0|² − |ψ 1|²). With populations summing to 1, this equals −R + 2R|ψ 0|², which is at least −R when R ≥ 0; the case R ≤ 0 is symmetric. `levelCrossing_witness` confirms E(R) = −|R| and the slope −1 at any R₀ > 0. At R = 0 both levels are minimizers, with slopes −1 and 1, and `levelCrossing_kink` concludes that E is not differentiable there.
